# The Gap of the Adiabatic Grover Hamiltonian Is at Least the Overlap |⟨u, m⟩|

A level is taken here to be a complex number E for which some nonzero vector v satisfies H v = E v. This definition does not count multiplicities, so a closed gap, with two independent states at one energy, cannot be seen in the set of levels alone. The gap is therefore introduced as an explicit function g, and theorems then tie g to the levels.

The Hamiltonian interpolates between two projectors. Let u be the starting state and m the marked state, both unit vectors in a finite-dimensional complex space, and let s be the schedule parameter. Then

H(s) = (1 − s)(1 − u u*) + s (1 − m m*).

At s = 0 the ground state is u, and at s = 1 it is m. Energies are in units of the common strength of the two projectors. For this two-projector model, the result gives the gap that enters adiabatic estimates of quantum search. It concerns the spectrum at fixed s; a search time would also require the time-dependent Schrödinger equation.

## States, levels and the Hamiltonian

The finite type `n` labels the basis states, and a state vector is a function `n → ℂ`.

In Lean 4 with Mathlib:

```lean
import Mathlib

open Matrix

namespace AdiabaticGrover

noncomputable section

variable {n : Type*} [Fintype n]
```

The inner product ⟨u, m⟩ = Σᵢ ūᵢ mᵢ is written `star u ⬝ᵥ m`, conjugate-linear in the first argument. Its modulus is the overlap of the two states, and the formulas below use the squared overlap

p = |⟨u, m⟩|².

```lean
/-- The squared overlap `|⟨u, m⟩|²` of two state vectors. -/
def overlap (u m : n → ℂ) : ℝ := Complex.normSq (star u ⬝ᵥ m)
```

A level comes with a nonzero eigenvector, which need not be normalised.

```lean
/-- `E` is a level of the matrix `M`: some nonzero vector `v` satisfies `M v = E v`. -/
def IsLevel (M : Matrix n n ℂ) (E : ℂ) : Prop := ∃ v : n → ℂ, v ≠ 0 ∧ M *ᵥ v = E • v
```

The gap function is

g = √(1 − 4s(1 − s)(1 − p)).

```lean
/-- The gap function `√(1 - 4 s (1 - s) (1 - p))` at squared overlap `p` and schedule parameter `s`.
-/
def gap (p s : ℝ) : ℝ := Real.sqrt (1 - 4 * s * (1 - s) * (1 - p))
```

In the Hamiltonian, `vecMulVec u (star u)` is the matrix u u*. It is the projector on u once u has unit length, a condition that enters later as `star u ⬝ᵥ u = 1`.

```lean
/-- The interpolated search Hamiltonian `(1 - s)(1 - u u*) + s (1 - m m*)`. -/
def searchH [DecidableEq n] (u m : n → ℂ) (s : ℝ) : Matrix n n ℂ :=
  (1 - (s : ℂ)) • (1 - vecMulVec u (star u)) + (s : ℂ) • (1 - vecMulVec m (star m))
```

## Two inner products

Write c = ⟨u, m⟩ and d = ⟨m, u⟩. Exchanging the two states conjugates each term of the sum, so d is the complex conjugate of c.

```lean
/-- Exchanging the two states conjugates their inner product. -/
theorem dot_swap (u m : n → ℂ) : star m ⬝ᵥ u = starRingEnd ℂ (star u ⬝ᵥ m) := by
  simp [dotProduct, map_sum, mul_comm]
```

Consequently

c d = |c|² = p.

In the equation for the energies derived below, c and d appear only through this product, so the relative phase of u and m drops out.

```lean
/-- The product of the two mutual inner products is the squared overlap. -/
theorem dot_mul_dot (u m : n → ℂ) :
    (star u ⬝ᵥ m) * (star m ⬝ᵥ u) = (overlap u m : ℂ) := by
  rw [dot_swap u m, Complex.mul_conj, overlap]
```

## The Hamiltonian acting on a vector

Since (w w*) v = ⟨w, v⟩ w, and the two identity terms add up to (1 − s) + s = 1,

H v = v − (1 − s)⟨u, v⟩ u − s⟨m, v⟩ m.

In the proof, `key` is the projector identity, and `module` collects the coefficients.

```lean
variable [DecidableEq n]

/-- The action of the Hamiltonian on a vector: `H v = v - (1 - s)⟨u, v⟩ u - s⟨m, v⟩ m`. -/
theorem searchH_mulVec (u m v : n → ℂ) (s : ℝ) :
    searchH u m s *ᵥ v = v - ((1 - (s : ℂ)) * (star u ⬝ᵥ v)) • u
      - ((s : ℂ) * (star m ⬝ᵥ v)) • m := by
  have key : ∀ w : n → ℂ, vecMulVec w (star w) *ᵥ v = (star w ⬝ᵥ v) • w := by
    intro w
    ext i
    simp only [Matrix.mulVec, dotProduct, Matrix.vecMulVec_apply, Pi.smul_apply,
      smul_eq_mul, Finset.sum_mul]
    exact Finset.sum_congr rfl (fun j _ => by ring)
  simp only [searchH, Matrix.add_mulVec, Matrix.smul_mulVec, Matrix.sub_mulVec,
    Matrix.one_mulVec, key]
  module
```

A simulation code can use this formula as it stands. Applying H takes two inner products and two vector updates, so an iterative eigensolver or a time propagator never has to store the matrix.

## From a level to the secular equation

Let H v = E v, and set a = ⟨u, v⟩ and b = ⟨m, v⟩. Projecting the eigenvalue equation on u and on m gives

(s − E) a = s c b,
(1 − s − E) b = (1 − s) d a.

Multiply the first equation by (1 − s − E) and insert the second:

(s − E)(1 − s − E) a = s(1 − s) c d a = s(1 − s) p a.

The product on the left expands to (E² − E + s(1 − s)) a, hence

(E² − E + s(1 − s)(1 − p)) a = 0.

The same elimination with the roles exchanged gives this equation for b. If the bracket were nonzero, a and b would both vanish. Then H v = v, and E would be 1. Every level other than 1 therefore satisfies

E² − E + s(1 − s)(1 − p) = 0.

In the code, `h1` and `h2` are the two projections, `ha` and `hb` are the two eliminated equations, and `linear_combination` checks the algebra from the stated multipliers.

```lean
/-- For unit vectors `u` and `m`, every level other than `1` solves the secular equation `E² - E + s
(1 - s) (1 - p) = 0`. -/
theorem secular_of_level {u m : n → ℂ} (hu : star u ⬝ᵥ u = 1) (hm : star m ⬝ᵥ m = 1)
    {s : ℝ} {E : ℂ} (h : IsLevel (searchH u m s) E) (hE : E ≠ 1) :
    E ^ 2 - E + s * (1 - s) * (1 - (overlap u m : ℂ)) = 0 := by
  obtain ⟨v, hv, h⟩ := h
  rw [searchH_mulVec] at h
  have hcd := dot_mul_dot u m
  -- project the eigenvalue equation on the two states
  have h1 := congrArg (fun x => star u ⬝ᵥ x) h
  have h2 := congrArg (fun x => star m ⬝ᵥ x) h
  simp only [dotProduct_sub, dotProduct_smul, smul_eq_mul, hu, hm] at h1 h2
  by_contra hD
  have ha : (E ^ 2 - E + s * (1 - s) * (1 - (overlap u m : ℂ))) * (star u ⬝ᵥ v) = 0 := by
    linear_combination (1 - s - E) * h1 + s * (star u ⬝ᵥ m) * h2
      + s * (1 - s) * (star u ⬝ᵥ v) * hcd
  have hb : (E ^ 2 - E + s * (1 - s) * (1 - (overlap u m : ℂ))) * (star m ⬝ᵥ v) = 0 := by
    linear_combination (s - E) * h2 + (1 - s) * (star m ⬝ᵥ u) * h1
      + s * (1 - s) * (star m ⬝ᵥ v) * hcd
  -- a vector orthogonal to both states has energy one
  rw [(mul_eq_zero.mp ha).resolve_left hD, (mul_eq_zero.mp hb).resolve_left hD] at h
  simp only [mul_zero, zero_smul, sub_zero] at h
  have h0 : (1 - E) • v = 0 := by rw [sub_smul, one_smul, ← h, sub_self]
  rcases smul_eq_zero.mp h0 with h3 | h3
  · exact hE (sub_eq_zero.mp h3).symm
  · exact hv h3
```

## From a root to an eigenvector

For the converse, try v = αu + βm. Its inner products with u and m are α + cβ and dα + β, so H v = E v holds if

(1 − E) α = (1 − s)(α + cβ),
(1 − E) β = s(dα + β).

The choice α = (1 − s)c, β = s − E satisfies the first equation identically, and the second becomes the secular equation.

The vector must also be nonzero. If αu + βm = 0, projecting on u and m gives α + cβ = 0 and dα + β = 0, so (1 − p)β = 0. Because p < 1, both β and α vanish. The hypothesis p < 1 says that u and m are physically different states, not one state up to a phase.

The chosen coefficients themselves vanish when (1 − s)c = 0 and E = s. In that case α = 1, β = −d works: the vector u − ⟨m, u⟩m is the part of u orthogonal to m. Both equations then hold because (1 − s)c = 0 implies (1 − s)d = 0.

The local statement `combo` turns any admissible pair α, β into a level, and the case split `by_cases` supplies one of the two pairs.

```lean
/-- For unit vectors with `p < 1`, every root of the secular equation is a level. -/
theorem level_of_secular {u m : n → ℂ} (hu : star u ⬝ᵥ u = 1) (hm : star m ⬝ᵥ m = 1)
    (hp : overlap u m < 1) {s : ℝ} {E : ℂ}
    (hE : E ^ 2 - E + s * (1 - s) * (1 - (overlap u m : ℂ)) = 0) :
    IsLevel (searchH u m s) E := by
  have hcd := dot_mul_dot u m
  have hP : 1 - (overlap u m : ℂ) ≠ 0 := by
    intro h
    have h' : overlap u m = 1 := by exact_mod_cast (sub_eq_zero.mp h).symm
    linarith
  -- the eigenvalue problem restricted to the span of the two states
  have combo : ∀ α β : ℂ, (α ≠ 0 ∨ β ≠ 0) →
      (1 - E) * α = (1 - s) * (α + (star u ⬝ᵥ m) * β) →
      (1 - E) * β = s * ((star m ⬝ᵥ u) * α + β) → IsLevel (searchH u m s) E := by
    intro α β hne e1 e2
    refine ⟨α • u + β • m, ?_, ?_⟩
    · intro h0
      have h1 := congrArg (fun x => star u ⬝ᵥ x) h0
      have h2 := congrArg (fun x => star m ⬝ᵥ x) h0
      simp only [dotProduct_add, dotProduct_smul, smul_eq_mul, hu, hm, dotProduct_zero] at h1 h2
      have hβ : (1 - (overlap u m : ℂ)) * β = 0 := by
        linear_combination h2 - (star m ⬝ᵥ u) * h1 + β * hcd
      have hβ0 : β = 0 := (mul_eq_zero.mp hβ).resolve_left hP
      have hα0 : α = 0 := by linear_combination h1 - (star u ⬝ᵥ m) * hβ0
      exact hne.elim (fun h => h hα0) (fun h => h hβ0)
    · rw [searchH_mulVec]
      simp only [dotProduct_add, dotProduct_smul, smul_eq_mul, hu, hm]
      ext i
      simp only [Pi.add_apply, Pi.sub_apply, Pi.smul_apply, smul_eq_mul]
      linear_combination (u i) * e1 + (m i) * e2
  by_cases h : (1 - (s : ℂ)) * (star u ⬝ᵥ m) = 0 ∧ (s : ℂ) - E = 0
  · -- the generic eigenvector vanishes; the part of `u` orthogonal to `m` serves instead
    obtain ⟨h1, h2⟩ := h
    have hd : (1 - (s : ℂ)) * (star m ⬝ᵥ u) = 0 := by
      rcases mul_eq_zero.mp h1 with h | h
      · rw [h, zero_mul]
      · rw [dot_swap u m, h, map_zero, mul_zero]
    refine combo 1 (-(star m ⬝ᵥ u)) (Or.inl one_ne_zero) ?_ ?_
    · linear_combination h2 + (star m ⬝ᵥ u) * h1
    · linear_combination (-1 : ℂ) * hd - (star m ⬝ᵥ u) * h2
  · refine combo ((1 - s) * (star u ⬝ᵥ m)) (s - E) (not_and_or.mp h) ?_ ?_
    · ring
    · linear_combination hE - s * (1 - s) * hcd
```

## The closest approach

The quantity under the root can be rearranged as

1 − 4s(1 − s)(1 − p) = p + (1 − 2s)²(1 − p).

The last term is nonnegative, so g ≥ √p. Since p < 1, equality requires (1 − 2s)² = 0, that is, s = 1/2. This holds for every real s.

```lean
/-- For `0 ≤ p < 1` the gap function is at least `√p`, with equality exactly at `s = 1/2`. -/
theorem gap_bound {p : ℝ} (hp0 : 0 ≤ p) (hp : p < 1) (s : ℝ) :
    Real.sqrt p ≤ gap p s ∧ (gap p s = Real.sqrt p ↔ s = 1 / 2) := by
  have hpos := mul_nonneg (sq_nonneg (1 - 2 * s)) (sub_nonneg.2 hp.le)
  have hle : p ≤ 1 - 4 * s * (1 - s) * (1 - p) := by nlinarith
  refine ⟨Real.sqrt_le_sqrt hle, fun h => ?_, fun h => ?_⟩
  · have h1 := (Real.sqrt_inj (hp0.trans hle) hp0).mp h
    have h2 : (1 - 2 * s) ^ 2 * (1 - p) = 0 := by linear_combination h1
    have h3 := (mul_eq_zero.mp h2).resolve_right (sub_pos.2 hp).ne'
    have h4 : 1 - 2 * s = 0 := pow_eq_zero_iff two_ne_zero |>.mp h3
    linarith
  · rw [h, gap]
    congr 1
    ring
```

The next section shows that the energies (1 + g)/2 and (1 − g)/2 are levels; they are called the upper and lower branch. For p > 0 the two branches avoid each other. For p = 0 they are s and 1 − s, and they cross at s = 1/2.

## The three possible energies

With g² = 1 − 4s(1 − s)(1 − p), the secular polynomial factors:

(E − (1 + g)/2)(E − (1 − g)/2) = E² − E + (1 − g²)/4 = E² − E + s(1 − s)(1 − p).

`grover_spectrum` states, for unit vectors with p < 1 and any real s, that every level is 1, (1 + g)/2 or (1 − g)/2, that the last two are levels, and that √p ≤ g. The first part combines `secular_of_level` with the factorisation `hf`; the two existence claims come from `level_of_secular`.

```lean
/-- Adiabatic Grover spectrum, for unit vectors with `p < 1`: every level is `1` or `(1 ± g)/2` with
`g` the gap function, both signs occur, and `g ≥ √p`. -/
theorem grover_spectrum {u m : n → ℂ} (hu : star u ⬝ᵥ u = 1) (hm : star m ⬝ᵥ m = 1)
    (hp : overlap u m < 1) (s : ℝ) :
    (∀ E : ℂ, IsLevel (searchH u m s) E →
      E = 1 ∨ E = (1 + (gap (overlap u m) s : ℂ)) / 2
        ∨ E = (1 - (gap (overlap u m) s : ℂ)) / 2) ∧
    IsLevel (searchH u m s) ((1 + (gap (overlap u m) s : ℂ)) / 2) ∧
    IsLevel (searchH u m s) ((1 - (gap (overlap u m) s : ℂ)) / 2) ∧
    Real.sqrt (overlap u m) ≤ gap (overlap u m) s := by
  have hp0 : 0 ≤ overlap u m := Complex.normSq_nonneg _
  have hpos := mul_nonneg (sq_nonneg (1 - 2 * s)) (sub_nonneg.2 hp.le)
  have hgR : gap (overlap u m) s ^ 2 = 1 - 4 * s * (1 - s) * (1 - overlap u m) :=
    Real.sq_sqrt (by nlinarith)
  have hg : (gap (overlap u m) s : ℂ) ^ 2
      = 1 - 4 * s * (1 - s) * (1 - (overlap u m : ℂ)) := by exact_mod_cast hgR
  refine ⟨fun E h => ?_, level_of_secular hu hm hp ?_, level_of_secular hu hm hp ?_,
    (gap_bound hp0 hp s).1⟩
  · by_cases hE : E = 1
    · exact Or.inl hE
    · -- factor the secular equation
      have hD := secular_of_level hu hm h hE
      have hf : (E - (1 + (gap (overlap u m) s : ℂ)) / 2)
          * (E - (1 - (gap (overlap u m) s : ℂ)) / 2) = 0 := by
        linear_combination hD - hg / 4
      exact Or.inr ((mul_eq_zero.mp hf).imp sub_eq_zero.mp sub_eq_zero.mp)
  · linear_combination hg / 4
  · linear_combination hg / 4
```

The theorem does not say that 1 is always a level. In dimension three or more it is one, since some nonzero vector is orthogonal to both u and m. In dimension two, the smallest that p < 1 permits, it appears only when a branch reaches it.

## Why g is the excitation gap on the schedule

For 0 ≤ s ≤ 1 the product s(1 − s)(1 − p) is nonnegative, so g ≤ 1 and

(1 − g)/2 + g = (1 + g)/2 ≤ 1.

Every level other than the lower branch is therefore at least g above it, and the upper branch, which is a level by `grover_spectrum`, lies exactly g above it. The interval matters here: outside it g exceeds 1, and the level 1, when present, lies between the branches. Taking E real in `excitation_gap` loses nothing, because the three possible energies are real.

```lean
/-- For unit vectors with `p < 1` and `s` in `[0, 1]`, every real level other than `(1 - g)/2` lies
at least `g` above it. -/
theorem excitation_gap {u m : n → ℂ} (hu : star u ⬝ᵥ u = 1) (hm : star m ⬝ᵥ m = 1)
    (hp : overlap u m < 1) {s : ℝ} (hs0 : 0 ≤ s) (hs1 : s ≤ 1) {E : ℝ}
    (h : IsLevel (searchH u m s) (E : ℂ)) (hE : E ≠ (1 - gap (overlap u m) s) / 2) :
    (1 - gap (overlap u m) s) / 2 + gap (overlap u m) s ≤ E := by
  have hpos := mul_nonneg (mul_nonneg hs0 (sub_nonneg.2 hs1)) (sub_nonneg.2 hp.le)
  have hg1 : gap (overlap u m) s ≤ 1 :=
    Real.sqrt_le_iff.mpr ⟨zero_le_one, by nlinarith⟩
  rcases (grover_spectrum hu hm hp s).1 E h with h1 | h1 | h1
  · have h2 : E = 1 := by exact_mod_cast h1
    linarith
  · have h2 : E = (1 + gap (overlap u m) s) / 2 := by exact_mod_cast h1
    linarith
  · exact absurd (by exact_mod_cast h1) hE

end

end AdiabaticGrover
```

```lean
#print axioms AdiabaticGrover.grover_spectrum
#print axioms AdiabaticGrover.excitation_gap
```

```
'AdiabaticGrover.grover_spectrum' depends on axioms: [propext, Classical.choice, Quot.sound]
'AdiabaticGrover.excitation_gap' depends on axioms: [propext, Classical.choice, Quot.sound]
```

## Four items, one marked

Take u = (1, 1, 1, 1)/2 and m = (1, 0, 0, 0), so that c = 1/2 and p = 1/4. At s = 1/2,

g = √(1 − 3/4) = 1/2,

which equals √p, and the branches are 1/4 and 3/4.

For E = 1/4 the coefficients are α = (1 − s)c = 1/4 and β = s − E = 1/4. The eigenvector is proportional to u + m, or (3, 1, 1, 1)/√12 when normalised. To check it, let v = (3, 1, 1, 1). Then ⟨u, v⟩ = ⟨m, v⟩ = 3, and

H v = v − (3/2)u − (3/2)m = (3/4, 1/4, 1/4, 1/4) = v/4.

At the closest approach, the ground state already carries probability 9/12 = 3/4 on the marked item.

For E = 3/4 the same recipe gives the normalised vector (−1, 1, 1, 1)/2. The remaining two dimensions, orthogonal to both u and m, have energy 1. The trace agrees: 1/4 + 3/4 + 1 + 1 = 3 = 4 − 1/2 − 1/2.
